# Central pair forces on the unit square that cancel at every vertex

The theorem `square_hidden_forces` places four particles at the vertices of the unit square, where particle `j` acts on particle `i` with the force `c i j • (r i - r j)`. The coefficient is 1 for pairs along a side, which repel, and -1 for pairs along a diagonal, which attract. The theorem states that these coefficients are symmetric, vanish for `i = j` and are not all zero, and yet the net force on each particle is zero. The proof treats these claims separately, and for the net force it checks each of the two coordinates at each of the four vertices by direct computation.

As first written in Lean, the proof fails:

```lean
import Mathlib

open Finset

namespace CentralPairForces

noncomputable section

variable {ι V : Type*} [Fintype ι] [AddCommGroup V] [Module ℝ V]

/-- The net force on particle `i` when particle `j` acts on it with the central force
`c i j • (r i - r j)`. -/
def netForce (r : ι → V) (c : ι → ι → ℝ) (i : ι) : V :=
  ∑ j, c i j • (r i - r j)

/-- Coefficients of central pair forces: symmetric (Newton's third law) and without
self-interaction. -/
structure IsCentralPair {ι : Type*} (c : ι → ι → ℝ) : Prop where
  symm : ∀ i j, c i j = c j i
  diag : ∀ i, c i i = 0

/-- The vertices of the unit square, in cyclic order. -/
def square : Fin 4 → Fin 2 → ℝ := ![![0, 0], ![1, 0], ![1, 1], ![0, 1]]

/-- Pair coefficients `1` on the sides and `-1` on the diagonals of the square. -/
def squareCoeff : Fin 4 → Fin 4 → ℝ :=
  ![![0, 1, -1, 1], ![1, 0, 1, -1], ![-1, 1, 0, 1], ![1, -1, 1, 0]]

/-- On the unit square, coefficients `1` on sides and `-1` on diagonals are nonzero central
pair forces without net force on any vertex. -/
theorem square_hidden_forces :
    IsCentralPair squareCoeff ∧ (∀ i, netForce square squareCoeff i = 0) ∧
      squareCoeff ≠ 0 := by
  refine ⟨⟨?_, ?_⟩, ?_, ?_⟩
  · intro i j
    fin_cases i <;> fin_cases j <;> simp [squareCoeff]
  · intro i
    fin_cases i <;> simp [squareCoeff]
  · intro i
    ext k
    fin_cases i <;> fin_cases k <;>
      norm_num [netForce, square, squareCoeff, Fin.sum_univ_four]
  · intro h
    have h1 := congrFun (congrFun h 0) 1
    simp [squareCoeff] at h1

end

end CentralPairForces
```

Lean reports:

```
Main.lean:39:2: error: unsolved goals
case refine_3.«0».«0»
⊢ -(![0, 1, -1, 1] 3 * Matrix.vecHead (![![0, 0], ![1, 0], ![1, 1], ![0, 1]] 3)) +
      (-(![0, 1, -1, 1] 2 * Matrix.vecHead (![![0, 0], ![1, 0], ![1, 1], ![0, 1]] 2)) + -1) =
    0

case refine_3.«0».«1»
⊢ -(![0, 1, -1, 1] 3 * Matrix.vecHead (Matrix.vecTail (![![0, 0], ![1, 0], ![1, 1], ![0, 1]] 3))) +
      -(![0, 1, -1, 1] 2 * Matrix.vecHead (Matrix.vecTail (![![0, 0], ![1, 0], ![1, 1], ![0, 1]] 2))) =
    0

case refine_3.«1».«0»
⊢ 1 + ![1, 0, 1, -1] 2 * (1 - Matrix.vecHead (![![0, 0], ![1, 0], ![1, 1], ![0, 1]] 2)) +
      ![1, 0, 1, -1] 3 * (1 - Matrix.vecHead (![![0, 0], ![1, 0], ![1, 1], ![0, 1]] 3)) =
    0

case refine_3.«1».«1»
⊢ -(![1, 0, 1, -1] 3 * Matrix.vecHead (Matrix.vecTail (![![0, 0], ![1, 0], ![1, 1], ![0, 1]] 3))) +
      -(![1, 0, 1, -1] 2 * Matrix.vecHead (Matrix.vecTail (![![0, 0], ![1, 0], ![1, 1], ![0, 1]] 2))) =
    0

case refine_3.«2».«0»
⊢ -1 + ![-1, 1, 0, 1] 2 * (1 - Matrix.vecHead (![![0, 0], ![1, 0], ![1, 1], ![0, 1]] 2)) +
      ![-1, 1, 0, 1] 3 * (1 - Matrix.vecHead (![![0, 0], ![1, 0], ![1, 1], ![0, 1]] 3)) =
    0

case refine_3.«2».«1»
⊢ ![-1, 1, 0, 1] 2 * (1 - Matrix.vecHead (Matrix.vecTail (![![0, 0], ![1, 0], ![1, 1], ![0, 1]] 2))) +
      ![-1, 1, 0, 1] 3 * (1 - Matrix.vecHead (Matrix.vecTail (![![0, 0], ![1, 0], ![1, 1], ![0, 1]] 3))) =
    0

case refine_3.«3».«0»
⊢ -(![1, -1, 1, 0] 3 * Matrix.vecHead (![![0, 0], ![1, 0], ![1, 1], ![0, 1]] 3)) +
      (-(![1, -1, 1, 0] 2 * Matrix.vecHead (![![0, 0], ![1, 0], ![1, 1], ![0, 1]] 2)) + 1) =
    0

case refine_3.«3».«1»
⊢ ![1, -1, 1, 0] 2 * (1 - Matrix.vecHead (Matrix.vecTail (![![0, 0], ![1, 0], ![1, 1], ![0, 1]] 2))) +
      ![1, -1, 1, 0] 3 * (1 - Matrix.vecHead (Matrix.vecTail (![![0, 0], ![1, 0], ![1, 1], ![0, 1]] 3))) =
    0
```

Diagnosis. The error lies in the net-force part, where all eight cases, four vertices times two coordinates, stay open. The remaining equations are true, but they contain lookups that were never carried out, such as `![0, 1, -1, 1] 3` and `![![0, 0], ![1, 0], ![1, 1], ![0, 1]] 2`. Only the indices 2 and 3 are stuck. Entries 0 and 1 are covered by ordinary simp lemmas, which `norm_num` also uses. Reading a later entry of an explicit vector is the task of a simproc, a small program that the simplifier calls, and `norm_num` does not run the default simprocs. Without the numbers behind these lookups, it cannot finish the arithmetic.

The diff replaces `norm_num` by `simp` with the same list of definitions and lemmas. `simp` does run the default simprocs, including `Matrix.cons_val`, which picks out the entry at a literal index. All coefficients and coordinates then become plain numbers, and `simp` can do the small sums that are left.

The mended proof, as a diff:

```diff
@@ -40,5 +40,5 @@
     ext k
     fin_cases i <;> fin_cases k <;>
-      norm_num [netForce, square, squareCoeff, Fin.sum_univ_four]
+      simp [netForce, square, squareCoeff, Fin.sum_univ_four]
   · intro h
     have h1 := congrFun (congrFun h 0) 1
```
